# The harmonic quantum correction factor at −βω takes the classical line weight 1/(2βω²) to the thermal average of n/(2ω)

For a single harmonic mode with β, ω > 0 and levels ω(n + 1/2), n = 0, 1, 2, …, the declaration `harmonic_absorption` concerns the harmonic correction factor x/(1 − e^(−x)). It states that this factor at x = −βω, multiplied by the classical weight 1/(2βω²), equals the Gibbs average of n/(2ω), normalised by the partition function. Both sides are 1/(2ω) times the Bose–Einstein occupation 1/(e^(βω) − 1). The attempt evaluates the average with `gibbsAverage_affine`, uses detailed balance to rewrite the factor at −βω as e^(−βω) times the factor at βω, and leaves the remaining algebra to `field_simp`.

This version doesn't compile in Lean 4 with Mathlib:

```lean
import Mathlib

open Real

namespace QuantumCorrectionFactors

noncomputable section

/-- The standard quantum correction factor `2 / (1 + exp (-x))`, with `x = βω`. -/
def standard (x : ℝ) : ℝ := 2 / (1 + Real.exp (-x))

/-- The harmonic quantum correction factor `x / (1 - exp (-x))`, for `x ≠ 0`. -/
def harmonic (x : ℝ) : ℝ := x / (1 - Real.exp (-x))

/-- The Schofield quantum correction factor `exp (x / 2)`. -/
def schofield (x : ℝ) : ℝ := Real.exp (x / 2)

/-- Detailed balance between the two signs of the frequency: `Q(x) = exp(x) Q(-x)`
for every `x ≠ 0`. -/
def DetailedBalance (Q : ℝ → ℝ) : Prop :=
  ∀ x : ℝ, x ≠ 0 → Q x = Real.exp x * Q (-x)

/-- The classical weight `1 / (2βω²)` of each of the two lines of a mode, for `β, ω > 0`. -/
def classicalWeight (β w : ℝ) : ℝ := 1 / (2 * β * w ^ 2)

/-- The Boltzmann weight of the oscillator level with energy `ω (n + 1/2)`. -/
def boltzmann (β w : ℝ) (n : ℕ) : ℝ := Real.exp (-(β * (w * ((n : ℝ) + 1 / 2))))

/-- The Gibbs average of a function of the occupation number `n` of a harmonic mode,
for `β, ω > 0` and a summable numerator. -/
def gibbsAverage (β w : ℝ) (f : ℕ → ℝ) : ℝ :=
  (∑' n, f n * boltzmann β w n) / ∑' n, boltzmann β w n

/-- The standard, harmonic and Schofield factors all satisfy detailed balance. -/
theorem detailedBalance_all :
    DetailedBalance standard ∧ DetailedBalance harmonic ∧ DetailedBalance schofield := by
  have hexp : ∀ x : ℝ, Real.exp x * Real.exp (-x) = 1 := fun x => by
    rw [← Real.exp_add, add_neg_cancel, Real.exp_zero]
  have hne : ∀ x : ℝ, x ≠ 0 → 1 - Real.exp x ≠ 0 := fun x hx h =>
    hx ((Real.exp_eq_one_iff x).mp (by linarith))
  refine ⟨?_, ?_, ?_⟩
  · intro x _
    unfold standard
    have h1 : 1 + Real.exp (-x) ≠ 0 := by positivity
    have h2 : 1 + Real.exp x ≠ 0 := by positivity
    rw [neg_neg, ← mul_div_assoc, div_eq_div_iff h1 h2]
    linear_combination (-2) * hexp x
  · intro x hx
    unfold harmonic
    rw [neg_neg, ← mul_div_assoc,
      div_eq_div_iff (hne (-x) (neg_ne_zero.mpr hx)) (hne x hx)]
    linear_combination (-x) * hexp x
  · intro x _
    unfold schofield
    rw [← Real.exp_add]
    congr 1
    ring

/-- The Gibbs average of `a n + b` in a harmonic mode is `a q / (1 - q) + b` with `q = exp (-βω)`,
for `β, ω > 0`. -/
theorem gibbsAverage_affine {β w : ℝ} (hβ : 0 < β) (hw : 0 < w) (a b : ℝ) :
    gibbsAverage β w (fun n => a * (n : ℝ) + b) =
      a * (Real.exp (-(β * w)) / (1 - Real.exp (-(β * w)))) + b := by
  have hq1 : Real.exp (-(β * w)) < 1 :=
    Real.exp_lt_one_iff.mpr (neg_lt_zero.mpr (mul_pos hβ hw))
  have hq0 := Real.exp_pos (-(β * w))
  have hc := (Real.exp_pos (-(β * w) / 2)).ne'
  have hb : ∀ n : ℕ, boltzmann β w n =
      Real.exp (-(β * w) / 2) * Real.exp (-(β * w)) ^ n := by
    intro n
    unfold boltzmann
    rw [← Real.exp_nat_mul, ← Real.exp_add]
    congr 1
    ring
  unfold gibbsAverage
  simp only [hb]
  generalize Real.exp (-(β * w) / 2) = c at hc ⊢
  generalize Real.exp (-(β * w)) = q at hq0 hq1 ⊢
  -- partition function and first moment are geometric series
  have hZ : HasSum (fun n : ℕ => c * q ^ n) (c * (1 - q)⁻¹) :=
    (hasSum_geometric_of_lt_one hq0.le hq1).mul_left c
  have hn : ‖q‖ < 1 := by rwa [Real.norm_of_nonneg hq0.le]
  have hN : HasSum (fun n : ℕ => (a * (n : ℝ) + b) * (c * q ^ n))
      (a * c * (q / (1 - q) ^ 2) + b * (c * (1 - q)⁻¹)) := by
    have hfun : (fun n : ℕ => (a * (n : ℝ) + b) * (c * q ^ n)) =
        fun n : ℕ => a * c * ((n : ℝ) * q ^ n) + b * (c * q ^ n) := by
      funext n
      ring
    rw [hfun]
    exact ((hasSum_coe_mul_geometric_of_norm_lt_one hn).mul_left (a * c)).add
      (hZ.mul_left b)
  have hsq : q / (1 - q) ^ 2 = q * ((1 - q)⁻¹ * (1 - q)⁻¹) := by
    rw [div_eq_mul_inv, sq, mul_inv]
  rw [hN.tsum_eq, hZ.tsum_eq,
    div_eq_iff (mul_ne_zero hc (inv_ne_zero (sub_pos.mpr hq1).ne')), hsq]
  ring

/-- For `β, ω > 0` the harmonic factor at `-βω` maps the classical weight to the Gibbs average of `n
/ (2ω)`. -/
theorem harmonic_absorption {β w : ℝ} (hβ : 0 < β) (hw : 0 < w) :
    harmonic (-(β * w)) * classicalWeight β w =
      gibbsAverage β w (fun n => (n : ℝ) / (2 * w)) := by
  have hf : (fun n : ℕ => (n : ℝ) / (2 * w)) =
      fun n : ℕ => 1 / (2 * w) * (n : ℝ) + 0 := by
    funext n
    ring
  have hq : 1 - Real.exp (-(β * w)) ≠ 0 :=
    (sub_pos.mpr (Real.exp_lt_one (neg_lt_zero.mpr (mul_pos hβ hw)))).ne'
  rw [hf, gibbsAverage_affine hβ hw,
    detailedBalance_all.2.1 _ (neg_ne_zero.mpr (mul_pos hβ hw).ne'), neg_neg]
  unfold harmonic classicalWeight
  generalize Real.exp (-(β * w)) = q at hq ⊢
  rw [add_zero]
  field_simp

end

end QuantumCorrectionFactors
```

The error:

```
Main.lean:108:18: error(lean.unknownIdentifier): Unknown constant `Real.exp_lt_one`
```

As a diff, the version that Lean accepts:

```diff
@@ -106,5 +106,5 @@
     ring
   have hq : 1 - Real.exp (-(β * w)) ≠ 0 :=
-    (sub_pos.mpr (Real.exp_lt_one (neg_lt_zero.mpr (mul_pos hβ hw)))).ne'
+    (sub_pos.mpr (Real.exp_lt_one_iff.mpr (neg_lt_zero.mpr (mul_pos hβ hw)))).ne'
   rw [hf, gibbsAverage_affine hβ hw,
     detailedBalance_all.2.1 _ (neg_ne_zero.mpr (mul_pos hβ hw).ne'), neg_neg]
```

Cause. The message says that no constant named `Real.exp_lt_one` exists in the environment. The name was called in the proof of `hq`, the fact that 1 − e^(−βω) is not zero, as a function turning a proof of −βω < 0 into a proof of e^(−βω) < 1. The mathematics of that step is sound; only the lemma's name fails to resolve.

The repair uses `Real.exp_lt_one_iff`, which states the equivalence between e^x < 1 and x < 0. Since it is an equivalence and not an implication, `.mpr` is needed to select the direction from x < 0 to e^x < 1. The argument already supplied, a proof of −βω < 0, then fits unchanged. From the resulting inequality `sub_pos.mpr` gives 0 < 1 − e^(−βω), and `.ne'` gives the required non-vanishing. The rest of the proof is unchanged.
